# The product of any three fermionic creators in one spatial orbital is zero

A spatial orbital has only two spin states, so it cannot take three electrons. The lemma `triple_creation` states this algebraically: for an orbital `p` and any spins `s`, `t`, `u`, the product `c (p, s) * c (p, t) * c (p, u)` is zero. The creators and annihilators are elements of a complex algebra that satisfy the canonical anticommutation relations; no Hilbert space or Hamiltonian enters, and the set of orbitals need not be finite. The proof splits into the eight choices of spins and, in each, tries a list of tactics under `first`, using that each creator squares to zero and that the two creators of opposite spin anticommute.

An attempt in Lean 4 with a fault in it:

```lean
import Mathlib

open Finset

namespace SpinFreeNilpotency

noncomputable section

/-- The canonical anticommutation relations for creators `c` and annihilators `a`
labelled by a set of modes. -/
structure CAR {X A : Type*} [DecidableEq X] [Ring A] (c a : X → A) : Prop where
  cc : ∀ x y, c x * c y + c y * c x = 0
  aa : ∀ x y, a x * a y + a y * a x = 0
  ac : ∀ x y, a x * c y + c y * a x = if x = y then 1 else 0

/-- Pauli principle: creating or annihilating twice in the same mode gives zero. -/
theorem pauli {X A : Type*} [DecidableEq X] [Ring A] [Algebra ℂ A] {c a : X → A}
    (h : CAR c a) (x : X) : c x * c x = 0 ∧ a x * a x = 0 := by
  have half : ∀ y : A, y + y = 0 → y = 0 := fun y hy => by
    calc y = (1 / 2 : ℂ) • (y + y) := by module
      _ = 0 := by rw [hy, smul_zero]
  exact ⟨half _ (h.cc x x), half _ (h.aa x x)⟩

variable {ι A : Type*} [DecidableEq ι] [Ring A] [Algebra ℂ A] {c a : ι × Bool → A}

/-- Any product of three creators in one spatial orbital vanishes, whatever the spins. -/
theorem triple_creation (h : CAR c a) (p : ι) (s t u : Bool) :
    c (p, s) * c (p, t) * c (p, u) = 0 := by
  have h₁ := (pauli h (p, true)).1
  have h₂ := (pauli h (p, false)).1
  have h₃ := h.cc (p, true) (p, false)
  -- two of the three spins must coincide
  cases s <;> cases t <;> cases u <;>
    first
    | rw [h₁, zero_mul]
    | rw [h₂, zero_mul]
    | rw [mul_assoc, h₁, mul_zero]
    | rw [mul_assoc, h₂, mul_zero]
    | linear_combination (norm := noncomm_ring) c (p, true) * h₃ - h₁ * c (p, false)
    | linear_combination (norm := noncomm_ring) c (p, false) * h₃ - h₂ * c (p, true)

end

end SpinFreeNilpotency
```

The compiler's answer:

```
Main.lean:28:42: error: unsolved goals
case a
ι : Type u_1
A : Type u_2
inst✝² : DecidableEq ι
inst✝¹ : Ring A
inst✝ : Algebra ℂ A
c a : ι × Bool → A
h : CAR c a
p : ι
h₁ : c (p, true) * c (p, true) = 0
h₂ : c (p, false) * c (p, false) = 0
h₃ : c (p, true) * c (p, false) + c (p, false) * c (p, true) = 0
⊢ c (p, false) * (c (p, true) * c (p, false)) + -1 • (c (p, true) * (c (p, false) * c (p, true))) = 0
```

The message shows one goal left over, from the spins `false`, `true`, `false`. There the equal creators are not adjacent, so the four `rw` alternatives fail and `first` comes to the first `linear_combination`. Its coefficients are meant for `true`, `false`, `true`. Here they leave the difference of the two alternating products, which is the goal in the message.

`noncomm_ring` simplified the goal to this form without closing it, and did not raise an error. But `first` moves on only when an alternative fails, so it accepted this one and never tried the last line, which has the right coefficients. The leftover goal was reported only at the end of the proof.

The added `done` fails if any goal remains. In this case it makes the whole bracketed alternative fail, so `first` restores the original goal and goes on to the last line, which closes it. For `true`, `false`, `true` the first combination leaves nothing, and `done` succeeds. The brackets group the two steps into one alternative.

This version goes through:

```diff
@@ -37,5 +37,6 @@
     | rw [mul_assoc, h₁, mul_zero]
     | rw [mul_assoc, h₂, mul_zero]
-    | linear_combination (norm := noncomm_ring) c (p, true) * h₃ - h₁ * c (p, false)
+    | (linear_combination (norm := noncomm_ring) c (p, true) * h₃ - h₁ * c (p, false)
+       done)
     | linear_combination (norm := noncomm_ring) c (p, false) * h₃ - h₂ * c (p, true)
 
```
